# A one-point DVR energy of the quartic oscillator that lies below every expectation value

In units with ħ = m = 1, treat the quartic oscillator H = P²/2 + X⁴ in a discrete variable representation (DVR) with one basis function, the unit Gaussian g ∝ exp(−x²/2): its single grid point is the mean position 0, where x⁴ vanishes, so the DVR energy is the kinetic energy alone, 1/4. The expectation value of H in g is 1, and no unit vector has an expectation value below 7/16.

```lean
import Mathlib

open Complex (I)

namespace OnePointDVR

noncomputable section

variable {E : Type*} [NormedAddCommGroup E] [InnerProductSpace ℂ E]

/-- The real part of `⟨f, (P²/2 + X⁴) f⟩`; for a unit vector `f` and symmetric `X` and `P` this is
the expectation value of the quartic-oscillator Hamiltonian. -/
def quarticEnergy (X P : E →ₗ[ℂ] E) (f : E) : ℝ :=
  (inner ℂ f ((1 / 2 : ℂ) • P (P f) + X (X (X (X f))))).re

/-- One-point DVR energy of the quartic oscillator, for a unit vector `f`: its exact kinetic energy
plus the potential `x⁴` evaluated at the single grid point `x = ⟨f, X f⟩`. -/
def dvrEnergy (X P : E →ₗ[ℂ] E) (f : E) : ℝ :=
  (inner ℂ f ((1 / 2 : ℂ) • P (P f))).re + (inner ℂ f (X f)).re ^ 4

/-- The inner product of a vector with itself is its squared norm, a real number. -/
theorem inner_self_real (v : E) : inner ℂ v v = ((‖v‖ ^ 2 : ℝ) : ℂ) := by
  have h := inner_self_eq_norm_sq_to_K (𝕜 := ℂ) v
  rw [h]
  exact (Complex.ofReal_pow _ _).symm

/-- The kinetic term, the real part of `⟨f, P² f⟩/2`, is half the squared norm of `P f`. -/
theorem kinetic_eq {P : E →ₗ[ℂ] E} (hP : P.IsSymmetric) (f : E) :
    (inner ℂ f ((1 / 2 : ℂ) • P (P f))).re = ‖P f‖ ^ 2 / 2 := by
  have h : inner ℂ f ((1 / 2 : ℂ) • P (P f)) = ((‖P f‖ ^ 2 / 2 : ℝ) : ℂ) := by
    rw [inner_smul_right, ← hP f (P f), inner_self_real]
    push_cast
    ring
  rw [h, Complex.ofReal_re]

/-- The quartic-oscillator energy is `‖P f‖²/2 + ‖X² f‖²`. -/
theorem quarticEnergy_eq {X P : E →ₗ[ℂ] E} (hX : X.IsSymmetric) (hP : P.IsSymmetric) (f : E) :
    quarticEnergy X P f = ‖P f‖ ^ 2 / 2 + ‖X (X f)‖ ^ 2 := by
  unfold quarticEnergy
  rw [inner_add_right, Complex.add_re, kinetic_eq hP, ← hX f (X (X (X f))),
    ← hX (X f) (X (X f)), inner_self_real, Complex.ofReal_re]

/-- The canonical commutation relation, averaged over a unit vector. -/
theorem commutator_expectation {X P : E →ₗ[ℂ] E} (hX : X.IsSymmetric) (hP : P.IsSymmetric)
    (hc : ∀ v, X (P v) - P (X v) = I • v) {f : E} (hf : ‖f‖ = 1) :
    inner ℂ (X f) (P f) - inner ℂ (P f) (X f) = I := by
  rw [hX f (P f), hP f (X f), ← inner_sub_right, hc, inner_smul_right, inner_self_real, hf]
  norm_num

/-- Every unit vector has quartic-oscillator energy at least `7/16`. -/
theorem quarticEnergy_ge {X P : E →ₗ[ℂ] E} (hX : X.IsSymmetric) (hP : P.IsSymmetric)
    (hc : ∀ v, X (P v) - P (X v) = I • v) {f : E} (hf : ‖f‖ = 1) :
    7 / 16 ≤ quarticEnergy X P f := by
  -- the commutator fixes the imaginary part of `⟨X f, P f⟩`
  have h2 := congrArg Complex.im (commutator_expectation hX hP hc hf)
  have h3 : (inner ℂ (P f) (X f)).im = -(inner ℂ (X f) (P f)).im := by
    rw [← inner_conj_symm (P f) (X f)]
    exact Complex.conj_im _
  rw [Complex.sub_im, Complex.I_im, h3] at h2
  have h4 := (le_abs_self _).trans (Complex.abs_im_le_norm (inner ℂ (X f) (P f)))
  have h5 := norm_inner_le_norm (𝕜 := ℂ) (X f) (P f)
  have h6 : 1 ≤ ‖P f‖ ^ 2 + ‖X f‖ ^ 2 := by
    nlinarith [sq_nonneg (‖X f‖ - ‖P f‖)]
  -- Cauchy-Schwarz bounds the second moment by the fourth
  have h7 : ‖X f‖ ^ 2 ≤ ‖X (X f)‖ := by
    have h := norm_inner_le_norm (𝕜 := ℂ) f (X (X f))
    rw [← hX f (X f), inner_self_real, hf, one_mul, Complex.norm_real,
      Real.norm_of_nonneg (by positivity)] at h
    exact h
  have h8 : (‖X f‖ ^ 2) ^ 2 ≤ ‖X (X f)‖ ^ 2 := pow_le_pow_left₀ (by positivity) h7 2
  rw [quarticEnergy_eq hX hP]
  -- complete the square in the second moment
  nlinarith [sq_nonneg (‖X f‖ ^ 2 - 1 / 4)]

/-- A unit Gaussian, `P g = i a X g`, has `a ⟨X²⟩ = 1/2`, mean position zero and
`⟨P²⟩ = a/2`. -/
theorem gaussian_moments {X P : E →ₗ[ℂ] E} (hX : X.IsSymmetric) (hP : P.IsSymmetric)
    (hc : ∀ v, X (P v) - P (X v) = I • v) {g : E} (hn : ‖g‖ = 1) {a : ℝ}
    (hg : P g = (I * (a : ℂ)) • X g) :
    a * ‖X g‖ ^ 2 = 1 / 2 ∧ inner ℂ g (X g) = 0 ∧ ‖P g‖ ^ 2 = a / 2 := by
  have hs : a * ‖X g‖ ^ 2 = 1 / 2 := by
    have h := commutator_expectation hX hP hc hn
    rw [hg, inner_smul_right, inner_smul_left, inner_self_real] at h
    simp only [map_mul, Complex.conj_I, Complex.conj_ofReal] at h
    have h' : ((2 * a * ‖X g‖ ^ 2 : ℝ) : ℂ) = ((1 : ℝ) : ℂ) := by
      apply mul_left_cancel₀ Complex.I_ne_zero
      push_cast at h ⊢
      linear_combination h
    have h'' := Complex.ofReal_injective h'
    linarith
  have ha : a ≠ 0 := by
    rintro rfl
    norm_num at hs
  refine ⟨hs, ?_, ?_⟩
  · -- the mean momentum is real, yet equals `i a` times the real mean position
    have h := hP g g
    rw [hg, inner_smul_left, inner_smul_right, hX g g] at h
    simp only [map_mul, Complex.conj_I, Complex.conj_ofReal] at h
    have h' : (I * (a : ℂ)) * inner ℂ g (X g) = 0 := by
      linear_combination (-1 / 2 : ℂ) * h
    exact (mul_eq_zero.mp h').resolve_left
      (mul_ne_zero Complex.I_ne_zero (Complex.ofReal_ne_zero.mpr ha))
  · rw [hg, norm_smul, norm_mul, Complex.norm_I, one_mul, Complex.norm_real, mul_pow,
      Real.norm_eq_abs, sq_abs]
    linear_combination a * hs

/-- For a unit Gaussian the one-point DVR energy is `a/4`, whereas the quartic-oscillator
expectation value is `a/4 + 3/(4a²)`. -/
theorem gaussian_energies {X P : E →ₗ[ℂ] E} (hX : X.IsSymmetric) (hP : P.IsSymmetric)
    (hc : ∀ v, X (P v) - P (X v) = I • v) {g : E} (hn : ‖g‖ = 1) {a : ℝ}
    (hg : P g = (I * (a : ℂ)) • X g) :
    dvrEnergy X P g = a / 4 ∧ quarticEnergy X P g = a / 4 + 3 / (4 * a ^ 2) := by
  obtain ⟨hs, hm, hk⟩ := gaussian_moments hX hP hc hn hg
  have ha : a ≠ 0 := by
    rintro rfl
    norm_num at hs
  constructor
  · unfold dvrEnergy
    rw [kinetic_eq hP, hm, hk, Complex.zero_re]
    ring
  · -- commute `P` through `X³` and average over the Gaussian
    have e : X (X (X (P g))) - P (X (X (X g))) = (3 * I) • X (X g) := by
      have h1 := congrArg (fun v => X (X v)) (hc g)
      have h2 := congrArg (fun v => X v) (hc (X g))
      have h3 := hc (X (X g))
      simp only [map_sub, map_smul] at h1 h2
      linear_combination (norm := module) h1 + h2 + h3
    have hA : inner ℂ g (X (X (X (P g)))) = I * a * ((‖X (X g)‖ ^ 2 : ℝ) : ℂ) := by
      rw [hg]
      simp only [map_smul]
      rw [inner_smul_right, ← hX g (X (X (X g))), ← hX (X g) (X (X g)), inner_self_real]
    have hB : inner ℂ g (P (X (X (X g)))) = -(I * a) * ((‖X (X g)‖ ^ 2 : ℝ) : ℂ) := by
      rw [← hP g (X (X (X g))), hg, inner_smul_left, ← hX (X g) (X (X g)), inner_self_real]
      simp only [map_mul, Complex.conj_I, Complex.conj_ofReal]
      ring
    have h := congrArg (inner ℂ g) e
    rw [inner_sub_right, inner_smul_right, hA, hB, ← hX g (X g), inner_self_real] at h
    have h' : ((2 * a * ‖X (X g)‖ ^ 2 : ℝ) : ℂ) = ((3 * ‖X g‖ ^ 2 : ℝ) : ℂ) := by
      apply mul_left_cancel₀ Complex.I_ne_zero
      push_cast at h ⊢
      linear_combination h
    have hD := Complex.ofReal_injective h'
    have h4 : ‖X (X g)‖ ^ 2 = 3 / (4 * a ^ 2) := by
      rw [eq_div_iff (by positivity)]
      linear_combination 2 * a * hD + 6 * hs
    rw [quarticEnergy_eq hX hP, hk, h4]
    ring

/-- The one-point DVR energy of a unit Gaussian with `a < 7/4` lies strictly below the
quartic-oscillator expectation value in every unit vector. -/
theorem dvrEnergy_lt_quarticEnergy {X P : E →ₗ[ℂ] E} (hX : X.IsSymmetric)
    (hP : P.IsSymmetric) (hc : ∀ v, X (P v) - P (X v) = I • v) {g : E} (hn : ‖g‖ = 1)
    {a : ℝ} (hg : P g = (I * (a : ℂ)) • X g) (ha : a < 7 / 4) {f : E} (hf : ‖f‖ = 1) :
    dvrEnergy X P g < quarticEnergy X P f := by
  have h1 := (gaussian_energies hX hP hc hn hg).1
  have h2 := quarticEnergy_ge hX hP hc hf
  linarith

/-- For the unit Gaussian with `P g = i X g` the one-point DVR energy is `1/4`, the expectation
value is `1`, and every unit vector has an expectation value at least `3/16` above the DVR one. -/
theorem unit_width_gap {X P : E →ₗ[ℂ] E} (hX : X.IsSymmetric) (hP : P.IsSymmetric)
    (hc : ∀ v, X (P v) - P (X v) = I • v) {g : E} (hn : ‖g‖ = 1) (hg : P g = I • X g) :
    dvrEnergy X P g = 1 / 4 ∧ quarticEnergy X P g = 1 ∧
      ∀ f : E, ‖f‖ = 1 → dvrEnergy X P g + 3 / 16 ≤ quarticEnergy X P f := by
  have hg' : P g = (I * ((1 : ℝ) : ℂ)) • X g := by
    rw [hg, Complex.ofReal_one, mul_one]
  obtain ⟨h1, h2⟩ := gaussian_energies hX hP hc hn hg'
  refine ⟨h1, by rw [h2]; norm_num, fun f hf => ?_⟩
  have h3 := quarticEnergy_ge hX hP hc hf
  linarith

/-- The momentum `-i d/dx` acting on `q(x) exp(-a x²/2)`, written for the polynomial
factor `q`. -/
def polyMomentum (a : ℝ) (q : Polynomial ℂ) : Polynomial ℂ :=
  Polynomial.C (-I) * Polynomial.derivative q + Polynomial.C (I * (a : ℂ)) * (Polynomial.X * q)

/-- On polynomial factors, multiplication by `x` and `polyMomentum` satisfy the canonical
commutation relation, and the constant `1` satisfies the Gaussian relation. -/
theorem gaussian_relations_witness (a : ℝ) :
    (∀ q : Polynomial ℂ, Polynomial.X * polyMomentum a q - polyMomentum a (Polynomial.X * q)
      = Polynomial.C I * q) ∧
    polyMomentum a 1 = Polynomial.C (I * (a : ℂ)) * (Polynomial.X * 1) := by
  constructor
  · intro q
    simp only [polyMomentum, Polynomial.derivative_mul, Polynomial.derivative_X, map_neg]
    ring
  · simp [polyMomentum]

end

end OnePointDVR
```

```lean
#print axioms OnePointDVR.dvrEnergy_lt_quarticEnergy
#print axioms OnePointDVR.unit_width_gap
```

```
'OnePointDVR.dvrEnergy_lt_quarticEnergy' depends on axioms: [propext, Classical.choice, Quot.sound]
'OnePointDVR.unit_width_gap' depends on axioms: [propext, Classical.choice, Quot.sound]
```

## Two energies for one wavefunction

The file works in units with ħ = m = 1. The states are vectors of a complex inner-product space `E`, and position and momentum are linear maps `X` and `P` from `E` to itself. The inner product ⟨u, v⟩ is conjugate-linear in its first argument. Three hypotheses carry the quantum mechanics: `hX` and `hP` say that the two maps are symmetric, and `hc` is the canonical commutation relation

XP − PX = i,

applied to each vector.

For a unit vector f, `quarticEnergy X P f` is the usual expectation value, the real part of ⟨f, (P²/2 + X⁴) f⟩. Taking the real part loses nothing, because symmetry makes the number real. The other energy, `dvrEnergy X P f`, is

⟨f, P² f⟩/2 + ⟨f, X f⟩⁴.

This is what a DVR built by diagonalising the position matrix gives with one basis function. The matrix of X in the basis is the single number ⟨f, X f⟩, which becomes the grid point; the potential is evaluated there, and the kinetic energy is kept exact. The mean of x⁴ has been replaced by the fourth power of the mean of x.

The Gaussian enters through the relation `hg`,

P g = i a X g, with a real.

With P = −i d/dx this reads g′ = −a x g, whose solutions are multiples of exp(−a x²/2). The parameter a sets the width, and a larger a means a narrower function. No sign is assumed for a; the other hypotheses force it to be positive.

## What is proved about them

The theorem `gaussian_energies` gives both energies of a unit Gaussian:

DVR energy = a/4,
expectation value = a/4 + 3/(4a²).

The theorem `dvrEnergy_lt_quarticEnergy` compares the first of these with all states at once. If a < 7/4, the DVR energy of g is strictly below `quarticEnergy X P f` for every unit vector f, including vectors unrelated to g. For a = 1, `unit_width_gap` adds a margin: every expectation value exceeds the DVR energy by at least 3/16. The DVR energy therefore also lies below the infimum of the expectation values.

For vibrational calculations this means that, already for a one-dimensional quartic oscillator with a single grid point, a DVR energy need not be an upper bound to the ground-state energy. The theorems do not treat larger grids or the convergence of a DVR as points are added.

## Where such operators live

The maps are defined on all of `E`, and `E` is not required to be complete. The natural example is a space of smooth, rapidly decaying functions with the L² inner product. A nonzero finite-dimensional space is excluded by the commutation relation, since the trace of XP − PX would be zero while the trace of i times the identity is not. The truncated matrices of a computer program therefore do not satisfy `hc`; here X and P are the untruncated operators, and only the DVR potential is approximated.

The last theorem, `gaussian_relations_witness`, checks the algebraic relations in a concrete model. Write a function as q(x) exp(−a x²/2) with q a polynomial. Applying −i d/dx changes the polynomial factor to

−i q′ + i a x q,

which is `polyMomentum a q`. With multiplication by x as position, this satisfies the commutation relation, and q = 1 satisfies the Gaussian relation. The file does not equip these polynomials with an inner product, so symmetry and normalisation are not part of that check. For a > 0 the ordinary L² inner product of the full functions supplies both, after g is normalised.

## The floor at 7/16

Symmetry first turns the energy into norms. Moving one P, or two X's, to the left side of the inner product gives

⟨f, P² f⟩/2 = ‖Pf‖²/2,
⟨f, X⁴ f⟩ = ‖X²f‖².

These are `kinetic_eq` and `quarticEnergy_eq`, with `inner_self_real` identifying ⟨v, v⟩ with ‖v‖².

Now take the expectation value of the commutator in a unit vector f, as `commutator_expectation` does:

⟨Xf, Pf⟩ − ⟨Pf, Xf⟩ = i.

The second inner product is the complex conjugate of the first, so the imaginary part of ⟨Xf, Pf⟩ is 1/2. An imaginary part is no larger than the modulus, and the Cauchy–Schwarz inequality bounds the modulus:

1/2 ≤ |⟨Xf, Pf⟩| ≤ ‖Xf‖ ‖Pf‖.

Since (‖Xf‖ − ‖Pf‖)² ≥ 0, it follows that

‖Pf‖² + ‖Xf‖² ≥ 2 ‖Xf‖ ‖Pf‖ ≥ 1.

In `quarticEnergy_ge` this is the step `h6`, where `nlinarith` receives exactly that square.

The potential needs a second use of Cauchy–Schwarz. Put s = ‖Xf‖². Because f has norm 1,

s = ⟨f, X²f⟩ ≤ ‖X²f‖,

so ‖X²f‖² ≥ s². These are the steps `h7` and `h8`. Together the two bounds give

‖Pf‖²/2 + ‖X²f‖² ≥ (1 − s)/2 + s² = (s − 1/4)² + 7/16 ≥ 7/16.

The final `nlinarith` is given the square (s − 1/4)² and completes the argument.

The value 7/16 is a floor and not the ground-state energy. Equality would need s = 1/4 and ‖Pf‖² = 3/4, while equality in the first bound needs ‖Pf‖ = ‖Xf‖.

## The Gaussian's moments from the commutator

No integral is evaluated for the Gaussian. Let s now stand for ‖Xg‖². Inserting P g = i a X g into the averaged commutator gives

i a s + i a s = i,

where the second plus sign comes from conjugating i a in the first argument. Hence a s = 1/2, so a is positive and s = 1/(2a).

For the mean position x₀ = ⟨g, Xg⟩, symmetry of P says ⟨Pg, g⟩ = ⟨g, Pg⟩. Symmetry of X makes ⟨Xg, g⟩ equal to x₀ as well, so this becomes

−i a x₀ = i a x₀,

and x₀ = 0 because a ≠ 0. The kinetic part follows from

‖Pg‖² = a² s = a/2.

These three results are the conclusion of `gaussian_moments`. In its proof, `linear_combination` does the algebra, and a common factor i is cancelled before the complex equation for s is read as a real one. The DVR energy is then

(a/2)/2 + 0⁴ = a/4.

The true potential energy requires the fourth moment r = ‖X²g‖² = ⟨g, X⁴g⟩. Commuting P through X³ one factor at a time gives

X³P − PX³ = X²(XP − PX) + X(XP − PX)X + (XP − PX)X² = 3i X².

In `gaussian_energies` this is the equation `e`, applied to g. The three terms are the commutation relation used at g, Xg and X²g, named `h1`, `h2` and `h3`, and the proof adds them.

Next take the inner product with g. On the left, the Gaussian relation can be used on either side:

⟨g, X³Pg⟩ = i a r,
⟨g, PX³g⟩ = ⟨Pg, X³g⟩ = −i a r.

These are `hA` and `hB`. The right-hand side is 3i s, so

2 a r = 3 s,
r = 3s/(2a) = 3/(4a²).

Adding the kinetic energy a/4 gives the stated expectation value. The DVR energy falls short of it by exactly 3/(4a²), the whole potential energy of the Gaussian.

## Comparing the energies, and the broad limit

The comparison with an arbitrary unit vector f now takes one line. If a < 7/4, then

a/4 < 7/16 ≤ ‖Pf‖²/2 + ‖X²f‖².

In Lean, `linarith` combines the DVR formula with the floor. For a = 1 the margin is 7/16 − 1/4 = 3/16. For a ≥ 7/4 this argument no longer places the DVR energy below every expectation value, although it remains below that of g itself.

The limit of a broad Gaussian, a → 0 from above, shows the failure at its strongest. The DVR energy a/4 tends to zero, while the expectation value a/4 + 3/(4a²) grows without bound. Minimising the one-point DVR energy over the width would therefore spread the Gaussian indefinitely, because the single grid point stays at the bottom of the well and registers none of the potential energy that the spreading costs.
